# The Bloch equation has a solution for every Hermitian matrix, but not for every non-Hermitian one

For every Hermitian complex matrix with blocks $A$, $B$, $B^*$, $D$, where $A$ acts in the model space and $D$ in the outer space, the Bloch equation $B^* + DX = X(A + BX)$ has a solution $X$. For the non-Hermitian matrix $\begin{pmatrix}0&0\\1&0\end{pmatrix}$, with the first state as model space, the corresponding equation has none. I know this equation as the starting point for effective Hamiltonians, where $X$ is usually built up by perturbation theory or by iteration, and neither tells me beforehand that there is anything to find. Can the existence claim be made rigorous, with no assumption of weak coupling or of an energy gap, and be checked by machine?

## Eigenvectors supply the amplitudes

Yes. The solution can be read off from suitably chosen eigenvectors, and a Hermitian matrix always has enough of them.

Write a general Hamiltonian matrix as
$$H=\begin{pmatrix}A&B\\C&D\end{pmatrix},$$
so that the Bloch equation reads $C+DX=X(A+BX)$. The wave operator $\Omega$ sends a model vector $w$ to $(w,Xw)$. This is intermediate normalisation: the model part of $\Omega w$ is $w$ itself, and for $w\neq0$ the normalised state is $\Omega w/\sqrt{\|w\|^2+\|Xw\|^2}$.

For a matrix $K$ on the model space, compare
$$H\Omega=\begin{pmatrix}A+BX\\C+DX\end{pmatrix},\qquad \Omega K=\begin{pmatrix}K\\XK\end{pmatrix}.$$
The upper rows agree exactly when $K=A+BX$, and the lower rows then agree exactly when $X$ solves the Bloch equation. So $X$ is a solution if and only if $H\Omega=\Omega K$ for some $K$, and this $K$ is the effective Hamiltonian. If $Kw=\mu w$ with $w\ne0$, then $H\Omega w=\mu\,\Omega w$, so each eigenvalue of $K$ is an eigenvalue of $H$.

Now take eigenvectors $v_i=(p_i,q_i)$ of $H$ with eigenvalues $\mu_i$. In blocks,
$$Ap_i+Bq_i=\mu_ip_i,\qquad Cp_i+Dq_i=\mu_iq_i.$$
Suppose that the model components $p_i$ span the model space. Select some of them, $p_k$, that form a basis, and define $X$ by $Xp_k=q_k$. On this basis
$$(C+DX)p_k=Cp_k+Dq_k=\mu_kq_k,$$
$$X(A+BX)p_k=X(Ap_k+Bq_k)=\mu_kXp_k=\mu_kq_k.$$
The two sides agree on a basis, so they are equal as matrices.

If $H$ is Hermitian, it has an orthonormal eigenbasis $v_i$. For any model vector $w$, expand $(w,0)=\sum_i c_iv_i$. The model part of this identity is $w=\sum_i c_ip_i$, so the $p_i$ span the model space and a solution exists.

## Two states, and what fails without Hermiticity

With one model state and one outer state, all blocks are numbers $a,b,c,d$ and $X$ is a single amplitude $x$:
$$c+dx=x(a+bx)\quad\Longleftrightarrow\quad bx^2+(a-d)x-c=0.$$

- If $b\neq0$, this quadratic has a complex root.
- If $b=0$ and $a\neq d$, the solution is $x=c/(a-d)$.
- If $b=0$ and $a=d$, the equation says $c=0$, whatever $x$ is.

It is therefore solvable exactly when $b\ne0$, or $a\ne d$, or $c=0$. For $a=b=d=0$ and $c=1$ it reads $1=0$. The eigenvectors of that matrix are the nonzero multiples of $(0,1)$, and their model components vanish.

In this example $A$ and $D$ are Hermitian, and the condition that fails is $C=B^*$. Keeping $C=B^*$ and giving up only the Hermiticity of $D$ can also destroy the solution. A short calculation by hand shows it: take $A=0$, $B=(1,\,0)$ and $D=\begin{pmatrix}2i&0\\1&i\end{pmatrix}$, and let $X$ have entries $x,y$. The first row gives $1+2ix=x^2$, that is $(x-i)^2=0$, so $x=i$. The second row, $x+iy=xy$, then becomes $i=0$.

## How the Lean statements describe the Hamiltonian

The finite types `m` and `n` label the model and outer basis states. Their sizes are arbitrary. `Matrix n m ℂ` is the type of complex matrices with outer rows and model columns, which is the shape of $X$. `IsBlochSolution A B C D X` is the equation for general blocks, `fromBlocks A B C D` is $H$, and `waveOperator X` is the column $\Omega=(1,X)$.

The main theorem, `exists_solution_of_hermitian`, sets the lower left block to `Bᴴ`, the conjugate transpose, and assumes `A.IsHermitian` and `D.IsHermitian`. Together these conditions say that $H$ is Hermitian, as it is for a closed system in an orthonormal basis. The theorem `two_state_solvable_iff` is the two-state criterion for arbitrary complex entries, and `no_solution_nonhermitian` is the counterexample.

The main theorem gives existence only. It does not say that $X$ is unique, that $X$ is small, that an iteration converges to it, or that the effective Hamiltonian reproduces the lowest states. Uniqueness does fail: for a Hermitian two-state matrix with $b\neq0$, the quadratic has two distinct roots, one for each eigenvector. Infinite-dimensional spaces are not covered.

For multireference theory in a finite basis, this means that the exact Bloch equation has a solution for any choice of model space, even with intruder states or degeneracies; it says nothing about truncated cluster or perturbative approximations to $X$.

```lean
import Mathlib

open Matrix

namespace WaveOperatorExistence

variable {m n : Type*} [Fintype m] [Fintype n] [DecidableEq m] [DecidableEq n]

/-- The Bloch equation `C + D X = X (A + B X)` for the Hamiltonian with blocks
`A, B, C, D`, where `A` acts in the model space and `D` in the outer space. -/
def IsBlochSolution {m n : Type*} [Fintype m] [Fintype n]
    (A : Matrix m m ℂ) (B : Matrix m n ℂ) (C : Matrix n m ℂ)
    (D : Matrix n n ℂ) (X : Matrix n m ℂ) : Prop :=
  C + D * X = X * (A + B * X)

/-- The wave operator `Ω = (1, X)`, which maps a model-space vector `w` to `(w, X w)`. -/
def waveOperator {m n : Type*} [DecidableEq m] (X : Matrix n m ℂ) : Matrix (m ⊕ n) m ℂ :=
  fromRows (1 : Matrix m m ℂ) X

omit [DecidableEq n] in
/-- `X` solves the Bloch equation exactly when the wave operator `Ω = (1, X)` satisfies
`H Ω = Ω K` for some operator `K` on the model space. -/
theorem isBlochSolution_iff_waveOperator (A : Matrix m m ℂ) (B : Matrix m n ℂ)
    (C : Matrix n m ℂ) (D : Matrix n n ℂ) (X : Matrix n m ℂ) :
    IsBlochSolution A B C D X ↔
      ∃ K : Matrix m m ℂ, fromBlocks A B C D * waveOperator X = waveOperator X * K := by
  unfold IsBlochSolution waveOperator
  constructor
  · intro h
    refine ⟨A + B * X, ?_⟩
    rw [fromBlocks_mul_fromRows, fromRows_mul, ← h]
    simp only [Matrix.mul_one, Matrix.one_mul]
  · rintro ⟨K, h⟩
    rw [fromBlocks_mul_fromRows, fromRows_mul] at h
    -- the model rows identify `K`, the outer rows are the Bloch equation
    have h1 := congrArg toRows₁ h
    have h2 := congrArg toRows₂ h
    simp only [toRows₁_fromRows, Matrix.mul_one, Matrix.one_mul] at h1
    simp only [toRows₂_fromRows, Matrix.mul_one] at h2
    rw [h1, h2]

omit [DecidableEq n] in
/-- If the model-space components of a family of eigenvectors of the Hamiltonian span the
model space, then the Bloch equation has a solution. -/
theorem exists_solution_of_eigenvectors {ι : Type*} (A : Matrix m m ℂ) (B : Matrix m n ℂ)
    (C : Matrix n m ℂ) (D : Matrix n n ℂ) (v : ι → m ⊕ n → ℂ) (μ : ι → ℂ)
    (hv : ∀ i, fromBlocks A B C D *ᵥ v i = μ i • v i)
    (hspan : Submodule.span ℂ (Set.range fun i => v i ∘ Sum.inl) = ⊤) :
    ∃ X : Matrix n m ℂ, IsBlochSolution A B C D X := by
  -- the two block rows of the eigenvalue equation
  have top : ∀ i, A *ᵥ (v i ∘ Sum.inl) + B *ᵥ (v i ∘ Sum.inr) = μ i • (v i ∘ Sum.inl) := by
    intro i
    have h := hv i
    rw [fromBlocks_mulVec] at h
    funext j
    exact congrFun h (Sum.inl j)
  have bot : ∀ i, C *ᵥ (v i ∘ Sum.inl) + D *ᵥ (v i ∘ Sum.inr) = μ i • (v i ∘ Sum.inr) := by
    intro i
    have h := hv i
    rw [fromBlocks_mulVec] at h
    funext j
    exact congrFun h (Sum.inr j)
  -- select eigenvectors whose model components form a basis
  obtain ⟨κ, a, _, hsp, hli⟩ := exists_linearIndependent' ℂ (fun i => v i ∘ Sum.inl)
  let b := Module.Basis.mk hli (hsp.trans hspan).ge
  have hb : ∀ k, b k = v (a k) ∘ Sum.inl := fun k => Module.Basis.mk_apply _ _ k
  -- `X` sends each model component to the outer component of the same eigenvector
  let f : (m → ℂ) →ₗ[ℂ] (n → ℂ) := b.constr ℂ (fun k => v (a k) ∘ Sum.inr)
  obtain ⟨X, hXf⟩ : ∃ X : Matrix n m ℂ, ∀ w, X *ᵥ w = f w :=
    ⟨LinearMap.toMatrix' f, fun w => LinearMap.toMatrix'_mulVec f w⟩
  have hX : ∀ k, X *ᵥ (v (a k) ∘ Sum.inl) = v (a k) ∘ Sum.inr := by
    intro k
    rw [hXf, ← hb k]
    exact b.constr_basis ℂ _ k
  refine ⟨X, ?_⟩
  unfold IsBlochSolution
  apply Matrix.toLin'.injective
  refine b.ext fun k => ?_
  rw [Matrix.toLin'_apply, Matrix.toLin'_apply, hb k, Matrix.add_mulVec,
    ← Matrix.mulVec_mulVec, ← Matrix.mulVec_mulVec, Matrix.add_mulVec,
    ← Matrix.mulVec_mulVec, hX, top, bot, Matrix.mulVec_smul, hX]

/-- For every Hermitian Hamiltonian with blocks `A, B, Bᴴ, D`, the Bloch equation
`Bᴴ + D X = X (A + B X)` has a solution. -/
theorem exists_solution_of_hermitian (A : Matrix m m ℂ) (B : Matrix m n ℂ)
    (D : Matrix n n ℂ) (hA : A.IsHermitian) (hD : D.IsHermitian) :
    ∃ X : Matrix n m ℂ, IsBlochSolution A B Bᴴ D X := by
  have hH : (fromBlocks A B Bᴴ D).IsHermitian := Matrix.IsHermitian.fromBlocks hA rfl hD
  refine exists_solution_of_eigenvectors A B Bᴴ D
    (fun i => (hH.eigenvectorBasis i).ofLp) (fun i => (hH.eigenvalues i : ℂ)) ?_ ?_
  · intro i
    have h := hH.mulVec_eigenvectorBasis i
    refine h.trans ?_
    funext j
    simp
  · -- the projection onto the model space maps the eigenbasis to a spanning family
    let L : EuclideanSpace ℂ (m ⊕ n) →ₗ[ℂ] (m → ℂ) :=
      { toFun := fun z j => z.ofLp (Sum.inl j)
        map_add' := fun _ _ => rfl
        map_smul' := fun _ _ => rfl }
    have key : ∀ y, L y ∈ Submodule.span ℂ
        (Set.range fun i => (hH.eigenvectorBasis i).ofLp ∘ Sum.inl) := by
      intro y
      rw [← hH.eigenvectorBasis.sum_repr y, map_sum]
      refine Submodule.sum_mem _ fun i _ => ?_
      rw [map_smul]
      exact Submodule.smul_mem _ _ (Submodule.subset_span ⟨i, rfl⟩)
    rw [eq_top_iff]
    intro w _
    exact key (WithLp.toLp 2 (Sum.elim w 0))

/-- For one model state and one outer state the Bloch equation is the scalar equation `c + d x = x
(a + b x)` for the single amplitude `x = X 0 0`. -/
theorem two_state_equation (a b c d : ℂ) (X : Matrix (Fin 1) (Fin 1) ℂ) :
    IsBlochSolution !![a] !![b] !![c] !![d] X ↔
      c + d * X 0 0 = X 0 0 * (a + b * X 0 0) := by
  have mul11 : ∀ P Q : Matrix (Fin 1) (Fin 1) ℂ, (P * Q) 0 0 = P 0 0 * Q 0 0 := by
    intro P Q
    simp [Matrix.mul_apply]
  unfold IsBlochSolution
  constructor
  · intro h
    have h0 := congrFun (congrFun h 0) 0
    simp only [Matrix.add_apply, mul11] at h0
    exact h0
  · intro h
    ext i j
    rw [Subsingleton.elim i 0, Subsingleton.elim j 0]
    simp only [Matrix.add_apply, mul11]
    exact h

/-- For the two-state Hamiltonian `[[a, b], [c, d]]`, Hermitian or not, the Bloch equation
is solvable exactly when `b ≠ 0`, or `a ≠ d`, or `c = 0`. -/
theorem two_state_solvable_iff (a b c d : ℂ) :
    (∃ X, IsBlochSolution (m := Fin 1) (n := Fin 1) !![a] !![b] !![c] !![d] X) ↔
      (b ≠ 0 ∨ a ≠ d ∨ c = 0) := by
  constructor
  · rintro ⟨X, hX⟩
    rw [two_state_equation] at hX
    by_cases hb : b = 0
    · by_cases had : a = d
      · right; right
        rw [hb, had] at hX
        linear_combination hX
      · exact Or.inr (Or.inl had)
    · exact Or.inl hb
  · intro h
    by_cases hb : b = 0
    · by_cases had : a = d
      · have hc : c = 0 := by
          rcases h with h | h | h
          · exact absurd hb h
          · exact absurd had h
          · exact h
        refine ⟨!![0], (two_state_equation a b c d _).2 ?_⟩
        simp [hc]
      · -- without the coupling `b` the equation is linear
        have h2 : c / (a - d) * (a - d) = c := div_mul_cancel₀ _ (sub_ne_zero.2 had)
        refine ⟨!![c / (a - d)], (two_state_equation a b c d _).2 ?_⟩
        change c + d * (c / (a - d)) = c / (a - d) * (a + b * (c / (a - d)))
        rw [hb]
        linear_combination -h2
    · -- a genuine quadratic has a complex root
      obtain ⟨s, hs⟩ := IsAlgClosed.exists_eq_mul_self (discrim b (a - d) (-c))
      obtain ⟨x, hx⟩ := exists_quadratic_eq_zero hb ⟨s, hs⟩
      refine ⟨!![x], (two_state_equation a b c d _).2 ?_⟩
      change c + d * x = x * (a + b * x)
      linear_combination -hx

/-- For the non-Hermitian matrix `[[0, 0], [1, 0]]` with the first state as model space,
the Bloch equation has no solution. -/
theorem no_solution_nonhermitian :
    ¬ ∃ X, IsBlochSolution (m := Fin 1) (n := Fin 1) !![0] !![0] !![1] !![0] X := by
  rw [two_state_solvable_iff]
  simp

end WaveOperatorExistence
```

```lean
#print axioms WaveOperatorExistence.isBlochSolution_iff_waveOperator
-- 'WaveOperatorExistence.isBlochSolution_iff_waveOperator' depends on axioms: [propext, Classical.choice, Quot.sound]
#print axioms WaveOperatorExistence.exists_solution_of_hermitian
-- 'WaveOperatorExistence.exists_solution_of_hermitian' depends on axioms: [propext, Classical.choice, Quot.sound]
#print axioms WaveOperatorExistence.no_solution_nonhermitian
-- 'WaveOperatorExistence.no_solution_nonhermitian' depends on axioms: [propext, Classical.choice, Quot.sound]
```

## From the eigenbasis to the matrix $X$

`isBlochSolution_iff_waveOperator` is the comparison of $H\Omega$ with $\Omega K$. In the forward direction it supplies $K=A+BX$. In the reverse direction `toRows₁` and `toRows₂` extract the upper and lower rows: the upper ones identify $K$, and the lower ones are the Bloch equation.

`exists_solution_of_eigenvectors` carries the main argument. The components $p_i$ and $q_i$ appear as `v i ∘ Sum.inl` and `v i ∘ Sum.inr`, and `top` and `bot` are the two block rows of the eigenvalue equation. The lemma `exists_linearIndependent'` selects a linearly independent subfamily with the same span, which `hspan` turns into the basis `b`. Then `b.constr` defines the linear map with $p_k\mapsto q_k$, and `X` is its matrix. The step `b.ext` reduces the matrix equation to the basis vectors, where the final rewriting brings both sides to $\mu_kq_k$. The hypotheses do not require the vectors `v i` to be nonzero, since a zero vector adds nothing to the span.

In `exists_solution_of_hermitian`, the fact `hH` assembles the Hermiticity of the whole matrix from its blocks, and Mathlib's `eigenvectorBasis` provides the orthonormal eigenvectors. The map `L` is the projection onto the model space. The statement `key` expands a vector in the eigenbasis and projects term by term; applied to $(w,0)$, written `Sum.elim w 0`, it shows that $w$ lies in the span of the $p_i$.

`two_state_equation` turns the equation for $1\times1$ matrices into the scalar one. `two_state_solvable_iff` then follows the three cases above. For $b\neq0$, `IsAlgClosed.exists_eq_mul_self` gives a complex square root of the discriminant and `exists_quadratic_eq_zero` gives the root $x$. In the linear case the amplitude $c/(a-d)$ is inserted directly, and in the remaining case, where $c=0$, the proof uses $x=0$. Finally, `no_solution_nonhermitian` puts $a=b=d=0$ and $c=1$ into this criterion, and all three alternatives are false.
